# Half-shifted grid averages of cubic-symmetric functions: ordered index triples with relative weights 1, 3 and 6

The energy per cell of a crystal involves an average over wave vectors in the Brillouin zone. Numerically, that average is taken over a grid, and every grid point costs a solution of the electronic problem. In a simple cubic crystal many of these points are related by symmetry and give the same value. Which points have to be computed, and how much does each one count?

Write the wave vector in reduced coordinates $x_i$, its components along the reciprocal lattice vectors. Take $2p$ points per axis, displaced by half a grid step from the origin. For a function with the full cubic symmetry, the points that remain are labelled by $0\le a\le b\le c<p$.

In Lean 4 with Mathlib:

```lean
import Mathlib

open Finset

namespace HalfShiftedCubicGrid

noncomputable section
```

Two notations recur below. `Fin p` is the type of indices $0,1,\dots,p-1$, and `Fin d → ℝ` is the type of real vectors with $d$ components, written as functions of the component index.

## The symmetry and the grid

```lean
/-- A function of the reduced wave vector that is periodic under integer vectors and invariant
under sign changes and permutations of the coordinates. -/
structure CubicSymmetric {d : ℕ} (g : (Fin d → ℝ) → ℝ) : Prop where
  periodic : ∀ (x : Fin d → ℝ) (n : Fin d → ℤ), g (fun i => x i + n i) = g x
  signs : ∀ x s : Fin d → ℝ, (∀ i, s i = 1 ∨ s i = -1) → g (fun i => s i * x i) = g x
  perms : ∀ (x : Fin d → ℝ) (σ : Equiv.Perm (Fin d)), g (fun i => x (σ i)) = g x
```

`CubicSymmetric g` bundles three properties of $g$: it is unchanged when integers are added to the coordinates, when any coordinates change sign, and when the coordinates are permuted. For $d=3$ the last two generate the 48 operations of the full cubic point group, acting on simple cubic axes. Reduced coordinates along the primitive vectors of an fcc or bcc lattice do not transform in this way.

Whether a quantity computed for an actual crystal has these invariances must be checked from the symmetries of the problem, which may include time reversal as well as the crystal's point group; here it is a hypothesis on $g$.

```lean
/-- The half-shifted grid coordinate `(k + 1/2) / (2p)`, for `p ≥ 1`. -/
def node (p k : ℕ) : ℝ := ((k : ℝ) + 1 / 2) / (2 * p)
```

A `node` is a grid coordinate, not a zero of a wavefunction: $x_k=(k+\tfrac12)/(2p)$. Here the subscript is a grid index; where $x$ is a wave vector, as in $g(x)$, $x_i$ is its component $i$.

```lean
/-- The average of `g` over the half-shifted grid with `2p` points along each axis, `p ≥ 1`. -/
def gridAverage {d : ℕ} (p : ℕ) (g : (Fin d → ℝ) → ℝ) : ℝ :=
  (∑ f : Fin d → Fin (2 * p), g (fun i => node p (f i))) / (2 * (p : ℝ)) ^ d
```

This is the unreduced average,
$$\frac{1}{(2p)^d}\sum_{f} g(x_{f_0},\dots,x_{f_{d-1}}),$$
where each $f_i$ runs over $0,\dots,2p-1$.

```lean
/-- The number of distinct rearrangements of an index tuple. -/
def permCount {d p : ℕ} (a : Fin d → Fin p) : ℕ :=
  (univ.image fun σ : Equiv.Perm (Fin d) => a ∘ σ).card
```

`permCount a` is the multiplicity $m(a)$. It collects all rearrangements `a ∘ σ` in a finite set, where duplicates merge, and counts the elements.

```lean
/-- Reflection of the upper half of the grid indices onto the lower half. -/
def fold {p : ℕ} (k : Fin (2 * p)) : Fin p :=
  ⟨if k.1 < p then k.1 else 2 * p - 1 - k.1, by
    have := k.2
    split_ifs <;> omega⟩
```

`fold` keeps an index $k<p$ and sends $k\ge p$ to $2p-1-k$. The attached proof checks that the result is below $p$.

```lean
/-- The nearest-neighbour cosine band `∑ cos (2π xᵢ)` has the full cubic symmetry. -/
theorem cubicSymmetric_witness (d : ℕ) :
    CubicSymmetric (fun x : Fin d → ℝ => ∑ i, Real.cos (2 * Real.pi * x i)) where
  periodic x n := by
    refine Finset.sum_congr rfl fun i _ => ?_
    rw [← Real.cos_add_int_mul_two_pi (2 * Real.pi * x i) (n i)]
    congr 1
    ring
  signs x s hs := by
    refine Finset.sum_congr rfl fun i _ => ?_
    change Real.cos (2 * Real.pi * (s i * x i)) = Real.cos (2 * Real.pi * x i)
    rcases hs i with h | h
    · rw [h, one_mul]
    · rw [h, ← Real.cos_neg (2 * Real.pi * x i)]
      congr 1
      ring
  perms x σ := Equiv.sum_comp σ (fun i => Real.cos (2 * Real.pi * x i))
```

The definition has a familiar example. For $d=3$, and up to a factor and a constant, $\sum_i\cos(2\pi x_i)$ is the nearest-neighbour tight-binding band of a simple cubic lattice with one s orbital per site. The three parts of the proof use the period of the cosine, its evenness, and the freedom to reorder a sum.

## Folding the zone onto one octant

```lean
/-- A cubic-symmetric function takes the same value at a grid point and at its folded image. -/
theorem value_fold {d p : ℕ} {g : (Fin d → ℝ) → ℝ} (hg : CubicSymmetric g)
    (f : Fin d → Fin (2 * p)) :
    g (fun i => node p (f i)) = g (fun i => node p (fold (f i))) := by
  let s : Fin d → ℝ := fun i => if (f i).1 < p then 1 else -1
  let n : Fin d → ℤ := fun i => if (f i).1 < p then 0 else 1
  have hs : ∀ i, s i = 1 ∨ s i = -1 := by
    intro i
    by_cases h : (f i).1 < p
    · left; simp [s, h]
    · right; simp [s, h]
  rw [← hg.signs _ s hs, ← hg.periodic _ n]
  congr 1
  funext i
  have hk := (f i).2
  by_cases h : (f i).1 < p
  · simp [s, n, fold, h]
  · -- the reflected index gives the coordinate 1 - x
    have hp : (p : ℝ) ≠ 0 := by
      have : p ≠ 0 := by omega
      exact_mod_cast this
    have hc : ((2 * p - 1 - (f i).1 : ℕ) : ℝ) = 2 * p - 1 - ((f i).1 : ℝ) := by
      rw [Nat.cast_sub (by omega), Nat.cast_sub (by omega)]
      push_cast
      ring
    simp only [s, n, fold, h, if_false, node, hc, Int.cast_one]
    field_simp
    ring
```

The function has the same value at a grid point and at its folded image. For $k\ge p$,
$$x_{2p-1-k}=\frac{2p-k-\frac12}{2p}=1-x_k,$$
so the folded coordinate is obtained by a sign change followed by a shift by one. The proof sets $s_i=-1$, $n_i=1$ for upper-half indices and $s_i=1$, $n_i=0$ otherwise. It applies the two invariances and then compares the arguments component by component; `field_simp` and `ring` do the algebra above.

```lean
/-- Each index of the lower half is the folded image of exactly two grid indices. -/
theorem card_fold {p : ℕ} (a : Fin p) :
    (univ.filter fun k : Fin (2 * p) => fold k = a).card = 2 := by
  have ha := a.2
  have h : (univ.filter fun k : Fin (2 * p) => fold k = a) =
      {⟨a.1, by omega⟩, ⟨2 * p - 1 - a.1, by omega⟩} := by
    ext k
    have hk := k.2
    simp only [mem_filter, mem_univ, true_and, mem_insert, mem_singleton, Fin.ext_iff, fold]
    split_ifs <;> omega
  rw [h, Finset.card_pair]
  intro h
  have := congrArg Fin.val h
  simp only at this
  omega
```

Exactly two indices fold to a given $a$, namely $a$ and $2p-1-a$. They differ because their sum is odd. The tactic `omega` settles the integer inequalities.

```lean
/-- A sum over folded grid points is `2^d` times the sum over the lower-half index tuples. -/
theorem sum_fold {d p : ℕ} (G : (Fin d → Fin p) → ℝ) :
    ∑ f : Fin d → Fin (2 * p), G (fun i => fold (f i)) = 2 ^ d * ∑ a, G a := by
  have hm : ∀ f ∈ (univ : Finset (Fin d → Fin (2 * p))),
      (fun i => fold (f i)) ∈ (univ : Finset (Fin d → Fin p)) := fun _ _ => mem_univ _
  rw [← Finset.sum_fiberwise_of_maps_to hm, Finset.mul_sum]
  refine Finset.sum_congr rfl fun a _ => ?_
  have hfib : (univ.filter fun f : Fin d → Fin (2 * p) => (fun i => fold (f i)) = a) =
      Fintype.piFinset (fun i => univ.filter fun k => fold k = a i) := by
    ext f
    simp [funext_iff]
  rw [Finset.sum_congr rfl (g := fun _ => G a)
    (fun f hf => by rw [(mem_filter.mp hf).2]), hfib, Finset.sum_const, Fintype.card_piFinset]
  simp [card_fold]
```

Each component of a folded tuple can be unfolded in two ways, independently of the others, so each tuple $a$ has $2^d$ preimages. Hence
$$\sum_f G(\mathrm{fold}\,f)=2^d\sum_a G(a).$$
The proof groups the left-hand sum by folded image, and `hfib` identifies each group as a product of two-element sets.

## Sorting the index tuples

```lean
/-- For a permutation-invariant summand, the sum over all index tuples is the sum over
nondecreasing tuples weighted by their numbers of distinct rearrangements. -/
theorem sum_sort {d p : ℕ} (G : (Fin d → Fin p) → ℝ)
    (hG : ∀ a (σ : Equiv.Perm (Fin d)), G (a ∘ σ) = G a) :
    ∑ f, G f = ∑ a with Monotone a, (permCount a : ℝ) * G a := by
  have hm : ∀ f ∈ (univ : Finset (Fin d → Fin p)),
      f ∘ Tuple.sort f ∈ univ.filter (fun a : Fin d → Fin p => Monotone a) :=
    fun f _ => mem_filter.mpr ⟨mem_univ _, Tuple.monotone_sort f⟩
  rw [← Finset.sum_fiberwise_of_maps_to hm]
  refine Finset.sum_congr rfl fun a ha => ?_
  have hmono : Monotone a := (mem_filter.mp ha).2
  -- the tuples that sort to `a` are exactly its rearrangements
  have hfib : (univ.filter fun f : Fin d → Fin p => f ∘ Tuple.sort f = a) =
      univ.image (fun σ : Equiv.Perm (Fin d) => a ∘ σ) := by
    ext f
    simp only [mem_filter, mem_univ, true_and, mem_image]
    constructor
    · intro h
      refine ⟨(Tuple.sort f).symm, ?_⟩
      rw [← h]
      funext i
      simp only [Function.comp_apply, Equiv.apply_symm_apply]
    · rintro ⟨σ, rfl⟩
      have h : (a ∘ σ) ∘ σ.symm = a := by
        funext i
        simp only [Function.comp_apply, Equiv.apply_symm_apply]
      have h2 := (Tuple.comp_sort_eq_comp_iff_monotone (f := a ∘ σ) (σ := σ.symm)).mpr
        (by rw [h]; exact hmono)
      rw [← h2, h]
  rw [hfib, Finset.sum_congr rfl (g := fun _ => G a), Finset.sum_const, nsmul_eq_mul, permCount]
  intro f hf
  obtain ⟨σ, -, rfl⟩ := mem_image.mp hf
  exact hG a σ
```

Suppose $G$ does not change when its indices are permuted. Every tuple can be sorted into a nondecreasing one, which is what `Monotone` means here. The tuples that sort to $a$ are its $m(a)$ distinct rearrangements, and all give the value $G(a)$. Therefore
$$\sum_f G(f)=\sum_{a\ \text{nondecreasing}} m(a)\,G(a).$$
`hfib` proves the middle statement in both directions: undoing the sort exhibits $f$ as a rearrangement of $a$, and conversely a rearrangement of $a$ sorts back to $a$.

```lean
/-- In any dimension and for `p ≥ 1`, the half-shifted grid average of a cubic-symmetric function
is a sum over nondecreasing index tuples, with rearrangement weights that add up to one. -/
theorem gridAverage_eq {d p : ℕ} (hp : 0 < p) {g : (Fin d → ℝ) → ℝ} (hg : CubicSymmetric g) :
    (∑ a : Fin d → Fin p with Monotone a, (permCount a : ℝ)) / (p : ℝ) ^ d = 1 ∧
    gridAverage p g = (∑ a : Fin d → Fin p with Monotone a,
      (permCount a : ℝ) * g (fun i => node p (a i))) / (p : ℝ) ^ d := by
  have hp' : (p : ℝ) ≠ 0 := by exact_mod_cast hp.ne'
  constructor
  · have h := sum_sort (d := d) (p := p) (fun _ => 1) (fun _ _ => rfl)
    simp only [mul_one] at h
    rw [← h]
    simp [hp']
  · rw [gridAverage, Finset.sum_congr rfl (fun f _ => value_fold hg f),
      sum_fold (fun a : Fin d → Fin p => g (fun i => node p (a i))),
      sum_sort _ (fun a σ => hg.perms (fun i => node p (a i)) σ), mul_pow]
    exact mul_div_mul_left _ _ (by positivity)
```

This joins the steps in any dimension. Folding and sorting give
$$\frac{1}{(2p)^d}\sum_f g(x_f)=\frac{2^d}{(2p)^d}\sum_{a}m(a)\,g(x_a)=\frac1{p^d}\sum_{a}m(a)\,g(x_a),$$
where $x_f$ and $x_a$ are the grid points with index tuples $f$ and $a$, and $a$ is nondecreasing. The `rw` line applies the lemmas in this order, and `mul_div_mul_left` cancels $2^d$.

The symbol `∧` means "and": the theorem also states that the weights $m(a)/p^d$ add up to one. This follows from the sorting lemma with $G=1$, since there are $p^d$ tuples in all. The hypothesis `hp` says $p\ge1$.

## Weights in three dimensions

```lean
/-- The weight of an ordered triple `a ≤ b ≤ c`: 1 if all indices agree, 3 if exactly two agree,
6 if all differ. -/
def cubicWeight {p : ℕ} (a b c : Fin p) : ℕ :=
  if a = b ∧ b = c then 1 else if a = b ∨ b = c then 3 else 6
```

From here on $a$, $b$, $c$ are single indices. The weight is 1, 3 or 6, as the comment describes. The definition compares only neighbours, so it is meant for ordered triples: for $(0,1,0)$ it would return 6 instead of 3.

```lean
/-- For `a ≤ b ≤ c` the weight 1, 3 or 6 is the number of distinct permutations of the triple. -/
theorem permCount_three {p : ℕ} {a b c : Fin p} (hab : a ≤ b) (hbc : b ≤ c) :
    permCount ![a, b, c] = cubicWeight a b c := by
  have h : (univ.image fun σ : Equiv.Perm (Fin 3) => ![a, b, c] ∘ σ) =
      {![a, b, c], ![a, c, b], ![b, a, c], ![b, c, a], ![c, a, b], ![c, b, a]} := by
    have hu : (univ : Finset (Equiv.Perm (Fin 3))) =
        {1, Equiv.swap 1 2, Equiv.swap 0 1, Equiv.swap 0 1 * Equiv.swap 1 2,
          Equiv.swap 1 2 * Equiv.swap 0 1, Equiv.swap 0 2} := by decide
    rw [hu]
    simp only [image_insert, image_singleton]
    congr! <;> (funext i; fin_cases i <;> rfl)
  rw [permCount, h, cubicWeight]
  rcases hab.eq_or_lt with rfl | h1
  · rcases hbc.eq_or_lt with rfl | h2
    · simp
    · simp [h2.ne, h2.ne']
  · rcases hbc.eq_or_lt with rfl | h2
    · simp [h1.ne, h1.ne']
    · have h3 := h1.trans h2
      simp [h1.ne, h1.ne', h2.ne, h2.ne', h3.ne, h3.ne']
```

For $a\le b\le c$ this weight is the multiplicity. The proof lists the six permutations, with `decide` checking that the list is complete, and applies them to the triple. It then distinguishes equality from strict inequality in $a\le b$ and in $b\le c$. Three equal indices leave one distinct triple, one equal pair leaves three, and three different indices leave six.

```lean
/-- A sum over nondecreasing index triples is the nested sum over `a ≤ b ≤ c`. -/
theorem sum_monotone_three {p : ℕ} (F : (Fin 3 → Fin p) → ℝ) :
    ∑ f with Monotone f, F f = ∑ a, ∑ b ∈ Ici a, ∑ c ∈ Ici b, F ![a, b, c] := by
  have hmono : ∀ a b c : Fin p, Monotone ![a, b, c] ↔ a ≤ b ∧ b ≤ c := by
    intro a b c
    rw [Fin.monotone_iff_le_succ]
    refine ⟨fun h => ⟨h 0, h 1⟩, fun h i => ?_⟩
    fin_cases i
    · exact h.1
    · exact h.2
  have hI : ∀ (a : Fin p) (H : Fin p → ℝ),
      ∑ b ∈ Ici a, H b = ∑ b, if a ≤ b then H b else 0 := by
    intro a H
    rw [← Finset.sum_filter]
    exact Finset.sum_congr (by ext; simp) fun _ _ => rfl
  let e : (Fin 3 → Fin p) ≃ Fin p × Fin p × Fin p :=
    { toFun := fun f => (f 0, f 1, f 2)
      invFun := fun t => ![t.1, t.2.1, t.2.2]
      left_inv := fun f => by funext i; fin_cases i <;> rfl
      right_inv := fun _ => rfl }
  rw [Finset.sum_filter, ← Equiv.sum_comp e.symm]
  simp only [Fintype.sum_prod_type, hI]
  refine Finset.sum_congr rfl fun a _ => Finset.sum_congr rfl fun b _ => ?_
  change (∑ c, if Monotone ![a, b, c] then F ![a, b, c] else 0) = _
  by_cases h : a ≤ b <;> simp [hmono, h]
```

A sum over nondecreasing triples becomes a nested sum. `Ici a` is the set of indices from $a$ upwards, which ends at $p-1$ because the type is `Fin p`. The proof replaces functions on three indices by ordinary triples and uses that `![a, b, c]` is nondecreasing exactly when $a\le b$ and $b\le c$.

```lean
/-- For `p ≥ 1`, the half-shifted `2p`-grid average of a cubic-symmetric function on three-space
is `p⁻³` times the sum over `a ≤ b ≤ c` with weights 1, 3, 6, and these weights add up to `p³`. -/
theorem gridAverage_cubic {p : ℕ} (hp : 0 < p) {g : (Fin 3 → ℝ) → ℝ} (hg : CubicSymmetric g) :
    (∑ a : Fin p, ∑ b ∈ Ici a, ∑ c ∈ Ici b, (cubicWeight a b c : ℝ)) / (p : ℝ) ^ 3 = 1 ∧
    gridAverage p g = (∑ a : Fin p, ∑ b ∈ Ici a, ∑ c ∈ Ici b,
      (cubicWeight a b c : ℝ) * g ![node p a, node p b, node p c]) / (p : ℝ) ^ 3 := by
  obtain ⟨h1, h2⟩ := gridAverage_eq hp hg
  rw [sum_monotone_three] at h1 h2
  refine ⟨Eq.trans ?_ h1, h2.trans ?_⟩
  · refine congrArg (fun s : ℝ => s / (p : ℝ) ^ 3) ?_
    refine Finset.sum_congr rfl fun a _ => Finset.sum_congr rfl fun b hb =>
      Finset.sum_congr rfl fun c hc => ?_
    rw [permCount_three (mem_Ici.mp hb) (mem_Ici.mp hc)]
  · refine congrArg (fun s : ℝ => s / (p : ℝ) ^ 3) ?_
    refine Finset.sum_congr rfl fun a _ => Finset.sum_congr rfl fun b hb =>
      Finset.sum_congr rfl fun c hc => ?_
    have hv : (fun i => node p ((![a, b, c] : Fin 3 → Fin p) i)) =
        ![node p a, node p b, node p c] := by
      funext i
      fin_cases i <;> rfl
    rw [permCount_three (mem_Ici.mp hb) (mem_Ici.mp hc), hv]
```

With $w_{abc}$ for `cubicWeight a b c`, the second half of the theorem reads
$$\frac{1}{(2p)^3}\sum_f g(x_f)=\frac1{p^3}\sum_{0\le a\le b\le c<p}w_{abc}\,g(x_a,x_b,x_c).$$
The first half says that the weights $w_{abc}/p^3$ sum to one. The proof takes the general theorem at $d=3$, rewrites its sums as nested ones and inserts the weights. For $p=1$ a single point remains, $(\tfrac14,\tfrac14,\tfrac14)$, with weight one.

In an electronic-structure calculation on a simple cubic crystal, this permits one evaluation per ordered triple, provided that the averaged scalar has the full symmetry assumed. The identity relates two finite sums; how well either approximates the zone integral is a separate question.

## Four points in place of sixty-four

```lean
/-- For a cubic-symmetric function the half-shifted `4 × 4 × 4` average needs only four points,
with weights 1/8, 3/8, 3/8 and 1/8. -/
theorem gridAverage_four {g : (Fin 3 → ℝ) → ℝ} (hg : CubicSymmetric g) :
    gridAverage 2 g = (g ![1/8, 1/8, 1/8] + 3 * g ![1/8, 1/8, 3/8]
      + 3 * g ![1/8, 3/8, 3/8] + g ![3/8, 3/8, 3/8]) / 8 := by
  have i0 : Ici (0 : Fin 2) = {0, 1} := by decide
  have i1 : Ici (1 : Fin 2) = {1} := by decide
  have n0 : node 2 ((0 : Fin 2) : ℕ) = 1 / 8 := by norm_num [node]
  have n1 : node 2 ((1 : Fin 2) : ℕ) = 3 / 8 := by norm_num [node]
  have h01 : (0 : Fin 2) ≠ 1 := by decide
  rw [(gridAverage_cubic (by norm_num) hg).2, Fin.sum_univ_two, i0, i1]
  simp only [Finset.sum_pair h01, Finset.sum_singleton, i0, i1, n0, n1]
  norm_num [cubicWeight]

end

end HalfShiftedCubicGrid
```

For $p=2$ the coordinates are $x_0=\tfrac18$ and $x_1=\tfrac38$, and the ordered triples are $000$, $001$, $011$ and $111$. Their weights are $\tfrac18,\tfrac38,\tfrac38,\tfrac18$. The proof writes out the nested sum and evaluates the coordinates and weights.

As a numerical instance, take the square of the cosine band, $g(x)=\bigl(\sum_i\cos 2\pi x_i\bigr)^2$, which inherits the band's symmetry. Since $\cos(\pi/4)=1/\sqrt2$ and $\cos(3\pi/4)=-1/\sqrt2$, the four values are $\tfrac92,\tfrac12,\tfrac12,\tfrac92$, and the weighted average is
$$\frac{\frac92+3\cdot\frac12+3\cdot\frac12+\frac92}{8}=\frac32.$$
The full grid agrees. Along each axis the cosine takes the values $\tfrac1{\sqrt2},-\tfrac1{\sqrt2},-\tfrac1{\sqrt2},\tfrac1{\sqrt2}$, with mean zero and mean square $\tfrac12$. The cross terms in the square therefore average to zero, and the three squared terms give $3\cdot\tfrac12=\tfrac32$.

```lean
#print axioms HalfShiftedCubicGrid.gridAverage_cubic
-- 'HalfShiftedCubicGrid.gridAverage_cubic' depends on axioms: [propext, Classical.choice, Quot.sound]
#print axioms HalfShiftedCubicGrid.gridAverage_four
-- 'HalfShiftedCubicGrid.gridAverage_four' depends on axioms: [propext, Classical.choice, Quot.sound]
```
